# The kappa operator commutes with the free Dirac Hamiltonian

For a particle with position x, momentum p, mass m and Dirac matrices α, β, in units ħ = c = 1, let L = x × p be the orbital angular momentum, Σₖ = −i αₖ₊₁αₖ₊₂ the spin matrices with cyclic indices, and K = β(Σ·L + 1) the kappa operator. The question is whether K is conserved under H = α·p + βm, although Σ·L by itself is not.

In Lean 4 with Mathlib:

```lean
import Mathlib

open Complex (I)

namespace DiracKappa

noncomputable section

variable {A : Type*} [Ring A] [Algebra ℂ A]

/-- Scalar product of two operator triples, in the order written. -/
def dot (a b : Fin 3 → A) : A := ∑ k, a k * b k

/-- Vector product of two operator triples, with cyclic indices and the order of factors kept. -/
def cross (a b : Fin 3 → A) (k : Fin 3) : A := a (k + 1) * b (k + 2) - a (k + 2) * b (k + 1)

-- Multiplication by `x_k`, the operators `-i ∂_k` and the 4 × 4 Dirac matrices, acting on
-- polynomial spinors, are an instance of these relations; it is not constructed here.
/-- Positions and commuting momenta with the Heisenberg relations (`ħ = 1`), all of which
commute with the anticommuting involutions `α₁, α₂, α₃, β`. -/
structure Relations (x p α : Fin 3 → A) (β : A) : Prop where
  pp : ∀ i j, p i * p j = p j * p i
  xp_self : ∀ i, x i * p i - p i * x i = I • (1 : A)
  xp_ne : ∀ i j, i ≠ j → x i * p j = p j * x i
  α_sq : ∀ i, α i * α i = 1
  α_anti : ∀ i j, i ≠ j → α i * α j = -(α j * α i)
  β_sq : β * β = 1
  β_anti : ∀ i, β * α i = -(α i * β)
  xα : ∀ i j, Commute (x i) (α j)
  pα : ∀ i j, Commute (p i) (α j)
  xβ : ∀ i, Commute (x i) β
  pβ : ∀ i, Commute (p i) β

/-- The spin matrices `Σ_k = -i α_i α_j`, with `i, j, k` cyclic. -/
def spin (α : Fin 3 → A) (k : Fin 3) : A := -(I • (α (k + 1) * α (k + 2)))

/-- The spin-orbit operator `Σ·L` with `L = x × p`. -/
def spinOrbit (x p α : Fin 3 → A) : A := dot (spin α) (cross x p)

/-- The kappa operator `K = β (Σ·L + 1)`. -/
def kappa (x p α : Fin 3 → A) (β : A) : A := β * (spinOrbit x p α + 1)

/-- The free Dirac Hamiltonian `H = α·p + β m` (`c = 1`). -/
def hamiltonian (p α : Fin 3 → A) (β : A) (m : ℂ) : A := dot α p + m • β

variable {x p α : Fin 3 → A} {β : A}

/-- The Pauli identity `(α·a)(α·b) = a·b + i Σ·(a × b)`, for `a` commuting with the
Dirac matrices `α`. -/
theorem pauli_identity (h : Relations x p α β) {a b : Fin 3 → A}
    (hc : ∀ i j, Commute (a i) (α j)) :
    dot α a * dot α b = dot a b + I • dot (spin α) (cross a b) := by
  have t : ∀ k j, α k * a k * (α j * b j) = α k * α j * (a k * b j) :=
    fun k j => (hc k j).mul_mul_mul_comm _ _
  have s : ∀ k t, I • (spin α k * t) = α (k + 1) * α (k + 2) * t := fun k t => by
    simp only [spin, neg_mul, smul_mul_assoc, smul_neg, smul_smul, Complex.I_mul_I, neg_smul,
      one_smul, neg_neg]
  have s0 : ∀ t, I • (spin α 0 * t) = α 1 * α 2 * t := s 0
  have s1 : ∀ t, I • (spin α 1 * t) = α 2 * α 0 * t := s 1
  have s2 : ∀ t, I • (spin α 2 * t) = α 0 * α 1 * t := s 2
  have c0 : cross a b 0 = a 1 * b 2 - a 2 * b 1 := rfl
  have c1 : cross a b 1 = a 2 * b 0 - a 0 * b 2 := rfl
  have c2 : cross a b 2 = a 0 * b 1 - a 1 * b 0 := rfl
  simp only [dot, Fin.sum_univ_three, c0, c1, c2, add_mul, mul_add, mul_sub, smul_add, smul_sub,
    s0, s1, s2, t, h.α_sq, one_mul, h.α_anti 1 0 (by decide), h.α_anti 2 0 (by decide),
    h.α_anti 2 1 (by decide), neg_mul]
  abel

/-- The generator of dilations `x·p` rescales the kinetic term: `[x·p, α·p] = i α·p`. -/
theorem dilation_commutator (h : Relations x p α β) :
    dot x p * dot α p - dot α p * dot x p = I • dot α p := by
  have hp : ∀ j, dot x p * p j - p j * dot x p = I • p j := fun j => by
    have c : (x j * p j - p j * x j) * p j = I • p j := by
      rw [h.xp_self, smul_mul_assoc, one_mul]
    rw [dot, Finset.sum_mul, Finset.mul_sum, ← Finset.sum_sub_distrib, Finset.sum_eq_single j]
    · linear_combination (norm := noncomm_ring) c
    · intro k _ hk
      linear_combination (norm := noncomm_ring) x k * h.pp k j + h.xp_ne k j hk * p k
    · simp
  have hα : ∀ j, Commute (dot x p) (α j) := fun j =>
    Commute.sum_left _ _ _ fun k _ => (h.xα k j).mul_left (h.pα k j)
  rw [show dot α p = ∑ j, α j * p j from rfl, Finset.mul_sum, Finset.sum_mul,
    ← Finset.sum_sub_distrib, Finset.smul_sum]
  refine Finset.sum_congr rfl fun j _ => ?_
  rw [← mul_smul_comm, ← hp j]
  linear_combination (norm := noncomm_ring) (hα j).eq * p j

/-- The anticommutator of spin-orbit operator and kinetic term: `{Σ·L, α·p} = -2 α·p`. -/
theorem spinOrbit_anticommutator (h : Relations x p α β) :
    spinOrbit x p α * dot α p + dot α p * spinOrbit x p α = (-2 : ℂ) • dot α p := by
  have n : ∀ k : Fin 3, k + 1 ≠ k + 2 := by decide
  have e1 : dot α x * dot α p = dot x p + I • spinOrbit x p α := pauli_identity h h.xα
  have e2 := pauli_identity h (b := x) h.pα
  have e3 : dot (spin α) (cross p x) = -spinOrbit x p α := by
    rw [spinOrbit, dot, dot, ← Finset.sum_neg_distrib]
    refine Finset.sum_congr rfl fun k _ => ?_
    rw [← mul_neg]
    congr 1
    simp only [cross]
    rw [h.xp_ne _ _ (n k), h.xp_ne _ _ (n k).symm]
    abel
  have e4 : dot x p - dot p x = (3 * I) • (1 : A) := by
    rw [dot, dot, Fin.sum_univ_three, Fin.sum_univ_three]
    linear_combination (norm := module) h.xp_self 0 + h.xp_self 1 + h.xp_self 2
  rw [e3] at e2
  -- two expressions for i Σ·L, one for each side of α·p
  have q1 : I • spinOrbit x p α = dot x p - (3 * I) • (1 : A) - dot α p * dot α x := by
    linear_combination (norm := module) e2 - e4
  have q2 : I • spinOrbit x p α = dot α x * dot α p - dot x p := by
    linear_combination (norm := module) -e1
  have r1 : I • (spinOrbit x p α * dot α p)
      = dot x p * dot α p - (3 * I) • dot α p - dot α p * (dot α x * dot α p) := by
    rw [← smul_mul_assoc, q1, sub_mul, sub_mul, smul_mul_assoc, one_mul, mul_assoc]
  have r2 : I • (dot α p * spinOrbit x p α)
      = dot α p * (dot α x * dot α p) - dot α p * dot x p := by
    rw [← mul_smul_comm, q2, mul_sub]
  have e : I • (spinOrbit x p α * dot α p + dot α p * spinOrbit x p α)
      = (-2 * I) • dot α p := by
    linear_combination (norm := module) r1 + r2 + dilation_commutator h
  have e' := congrArg (fun t => (-I) • t) e
  simp only [smul_smul] at e'
  rwa [show -I * I = 1 by rw [neg_mul, Complex.I_mul_I, neg_neg], one_smul,
    show -I * (-2 * I) = -2 by linear_combination 2 * Complex.I_mul_I] at e'

/-- The matrix `β` commutes with `Σ·L` and anticommutes with `α·p`. -/
theorem beta_relations (h : Relations x p α β) :
    Commute β (spinOrbit x p α) ∧ dot α p * β = -(β * dot α p) := by
  constructor
  · have b2 : ∀ i j, Commute β (α i * α j) := fun i j => by
      change β * (α i * α j) = α i * α j * β
      rw [← mul_assoc, h.β_anti, neg_mul, mul_assoc (α i) β, h.β_anti, mul_neg, neg_neg,
        ← mul_assoc]
    have bL : ∀ k, Commute β (cross x p k) := fun k =>
      ((h.xβ _).symm.mul_right (h.pβ _).symm).sub_right ((h.xβ _).symm.mul_right (h.pβ _).symm)
    have bS : ∀ k, Commute β (spin α k) := fun k =>
      ((b2 (k + 1) (k + 2)).smul_right I).neg_right
    rw [spinOrbit, dot]
    exact Commute.sum_right _ _ _ fun k _ => (bS k).mul_right (bL k)
  · simp only [dot, Finset.mul_sum, Finset.sum_mul, ← Finset.sum_neg_distrib]
    refine Finset.sum_congr rfl fun k _ => ?_
    rw [← mul_assoc β, h.β_anti, neg_mul, neg_neg, mul_assoc, mul_assoc, (h.pβ k).eq]

/-- The kappa operator commutes with `α·p + β m + V` for every `V` that commutes with
`α`, `β` and the orbital angular momentum; `V = 0` is the free Dirac Hamiltonian. -/
theorem kappa_commute_hamiltonian (h : Relations x p α β) (m : ℂ) {V : A}
    (hα : ∀ i, Commute V (α i)) (hβ : Commute V β) (hL : ∀ i, Commute V (cross x p i)) :
    Commute (kappa x p α β) (hamiltonian p α β m + V) := by
  obtain ⟨hb, hD⟩ := beta_relations h
  have ha : (spinOrbit x p α + 1) * dot α p = -(dot α p * (spinOrbit x p α + 1)) := by
    rw [add_mul, mul_add, one_mul, mul_one]
    linear_combination (norm := module) spinOrbit_anticommutator h
  -- the two sign changes cancel in the kinetic term
  have hK : Commute (kappa x p α β) (dot α p) := by
    change β * (spinOrbit x p α + 1) * dot α p = dot α p * (β * (spinOrbit x p α + 1))
    rw [mul_assoc, ha, mul_neg, ← mul_assoc (dot α p) β, hD, neg_mul, mul_assoc]
  have hs : ∀ k, Commute V (spin α k) := fun k =>
    (((hα (k + 1)).mul_right (hα (k + 2))).smul_right I).neg_right
  have hS : Commute V (spinOrbit x p α) := by
    rw [spinOrbit, dot]
    exact Commute.sum_right _ _ _ fun k _ => (hs k).mul_right (hL k)
  have hV : Commute V (kappa x p α β) := hβ.mul_right (hS.add_right (Commute.one_right V))
  have hKβ : Commute (kappa x p α β) β :=
    (Commute.refl β).mul_left (hb.add_right (Commute.one_right β)).symm
  exact (hK.add_right (hKβ.smul_right m)).add_right hV.symm

/-- Without the added 1 the commutator with the free Hamiltonian is
`[β Σ·L, H] = -2 β α·p`. -/
theorem beta_spinOrbit_commutator (h : Relations x p α β) (m : ℂ) :
    β * spinOrbit x p α * hamiltonian p α β m - hamiltonian p α β m * (β * spinOrbit x p α)
      = (-2 : ℂ) • (β * dot α p) := by
  obtain ⟨hb, hD⟩ := beta_relations h
  have t1 : dot α p * (β * spinOrbit x p α) = -(β * (dot α p * spinOrbit x p α)) := by
    rw [← mul_assoc, hD, neg_mul, mul_assoc]
  have t2 : β * spinOrbit x p α * β = β * (β * spinOrbit x p α) := by
    rw [mul_assoc, ← hb.eq]
  have t3 : β * (spinOrbit x p α * dot α p) + β * (dot α p * spinOrbit x p α)
      = (-2 : ℂ) • (β * dot α p) := by
    rw [← mul_add, spinOrbit_anticommutator h, mul_smul_comm]
  rw [hamiltonian, mul_add, add_mul, mul_smul_comm, smul_mul_assoc, t1, t2,
    mul_assoc β (spinOrbit x p α) (dot α p)]
  linear_combination (norm := module) t3

/-- The matrix `β` drops out of the square: `K² = (Σ·L + 1)²`. -/
theorem kappa_sq (h : Relations x p α β) :
    kappa x p α β * kappa x p α β = (spinOrbit x p α + 1) * (spinOrbit x p α + 1) := by
  have hb := (beta_relations h).1.add_right (Commute.one_right β)
  rw [kappa, hb.symm.mul_mul_mul_comm, h.β_sq, one_mul]

end

end DiracKappa
```

```lean
#print axioms DiracKappa.kappa_commute_hamiltonian
#print axioms DiracKappa.beta_spinOrbit_commutator
#print axioms DiracKappa.kappa_sq
```

```
'DiracKappa.kappa_commute_hamiltonian' depends on axioms: [propext, Classical.choice, Quot.sound]
'DiracKappa.beta_spinOrbit_commutator' depends on axioms: [propext, Classical.choice, Quot.sound]
'DiracKappa.kappa_sq' depends on axioms: [propext, Classical.choice, Quot.sound]
```

## What is assumed and what is stated

The main theorem, `kappa_commute_hamiltonian`, says that K commutes with H + V whenever V commutes with each αᵢ, with β and with each component of L. The physical example is an electrostatic potential energy V(r) that depends only on the distance r from the origin and multiplies the unit matrix, and V = 0 gives the free particle. For one electron in a central field, this is the symmetry behind the quantum number κ that labels relativistic atomic orbitals. Some texts define K or κ with the opposite sign.

The operators are elements of an associative complex algebra `A`. A triple such as `p : Fin 3 → A` has components numbered 0, 1, 2 for the three axes, where textbooks write 1, 2, 3, and index sums such as k + 2 are taken modulo 3. The products `dot` and `cross` keep their factors in the order written.

The structure `Relations` collects the physical input:

- The momenta commute with each other, and xᵢpⱼ − pⱼxᵢ is i for equal indices and 0 otherwise.
- The matrices αᵢ and β square to 1 and anticommute pairwise.
- Position and momentum commute with all of these matrices.

The positions are not required to commute with each other. The mass `m` may be any complex number; physically it is real.

Matrices of finite size cannot satisfy the Heisenberg relations, since a commutator of matrices has trace zero and i times the unit matrix does not, so the theorem does not apply directly to x and p truncated to a finite basis. For operators on a Hilbert space, the step left open is from this algebraic identity to commuting self-adjoint operators, which requires control of their domains.

## Two expressions for the spin-orbit operator

Write D = α·p, X = α·x, T = x·p and S = Σ·L. If the components of a commute with the matrices α, then (α·a)(α·b) is the sum of αᵢαⱼaᵢbⱼ over i and j. The terms with i = j give a·b. The others pair up by anticommutation, and αₖ₊₁αₖ₊₂ = iΣₖ, so

(α·a)(α·b) = a·b + i Σ·(a × b).

This is `pauli_identity`. Its proof expands the sums over three indices, reorders the matrices with `α_anti` and collects terms with `abel`.

The identity is used for both orders of x and p. Components with different indices commute, so p × x = −L, while x·p − p·x = 3i. Hence

XD = T + iS,

DX = T − 3i − iS.

Solving each for iS gives `q2` and `q1` in the proof of `spinOrbit_anticommutator`:

iS = XD − T = T − 3i − DX.

## Why the added 1 is right

The operator T generates dilations. Since the momenta commute with each other, only the term k = j survives in

[T, pⱼ] = sum over k of [xₖ, pⱼ]pₖ = i pⱼ.

T also commutes with α, so [T, D] = iD. This is `dilation_commutator`, where `Finset.sum_eq_single j` selects the surviving term.

Now multiply the second expression for iS by D from the right, and the first by D from the left:

iSD = TD − 3iD − DXD,

iDS = DXD − DT.

These are `r1` and `r2`. In their sum the triple products cancel:

i(SD + DS) = [T, D] − 3iD = −2iD.

Multiplying by −i gives SD + DS = −2D, which is the same as

(S + 1)D = −D(S + 1).

## The two signs cancel

The matrix β commutes with every product αᵢαⱼ, because it changes sign twice, and it commutes with x and p. So it commutes with S. It anticommutes with D, where it changes sign once. Both facts are in `beta_relations`. Therefore

KD = β(S + 1)D = −βD(S + 1) = Dβ(S + 1) = DK.

This is `hK` in the main proof. K commutes with the mass term because β commutes with S + 1. It commutes with V because V commutes with β and with every factor of S. Adding the three statements proves the theorem.

Without the 1, the mass term still drops out, but the kinetic term leaves

[βS, H] = βSD − DβS = β(SD + DS) = −2βD,

which is `beta_spinOrbit_commutator`. Finally, `kappa_sq` moves one β past S + 1 and uses β² = 1:

K² = β(S + 1)β(S + 1) = (S + 1)².

## A spinor with m = 2

Let pⱼ = −i∂ⱼ act on polynomial spinors. Take β = diag(1, 1, −1, −1), and let α₀, α₁, α₂ have the Pauli matrices σx, σy, σz in their off-diagonal blocks. Then Σ has the same Pauli matrices in its diagonal blocks. Choose ψ = (x₂, 0, 0, 0), which is not normalisable but serves for the algebra, and write w = x₀ + i x₁.

From L₀x₂ = −i x₁, L₁x₂ = i x₀ and L₂x₂ = 0 one finds

Σ·L ψ = (0, −w, 0, 0),

Kψ = (x₂, −w, 0, 0),

Hψ = (2x₂, 0, −i, 0).

Applying the other operator to each of the last two gives the same spinor:

HKψ = KHψ = (2x₂, −2w, i, 0).

With βΣ·L in place of K, the two orders give

H(βΣ·L)ψ = (0, −2w, 2i, 0),

(βΣ·L)Hψ = (0, −2w, 0, 0).

The commutator [βΣ·L, H]ψ is therefore (0, 0, −2i, 0), which equals −2β(α·p)ψ.
